# The force-bias shift of least second moment is unique for a positive mixture of real eigenvalues

Let $p_j>0$ and $v_j$ be real numbers over a nonempty finite set of indices $j$, let $x$ be a standard normal variable, and let $c$ be a real shift. The weight

$$W_c(x)=\sum_j p_j\,e^{(x+c)v_j-xc-c^2/2}$$

has the second moment

$$M(c)=E[W_c^2]=\sum_{j,k}p_jp_k\,e^{(v_j+v_k)^2/2-c(v_j+v_k)+c^2}.$$

This function is strictly convex in $c$. It has exactly one minimizer, which lies between $\min v$ and $\max v$, and moving the shift away from it by $\delta$ multiplies the second moment by at least $1+\delta^2$.

## Where the weight comes from

In auxiliary-field Monte Carlo, a propagator $e^{\hat v^2/2}$ is written as the Gaussian average of $e^{y\hat v}$ over a field $y$, with the time step absorbed into the operator $\hat v$. Let $\hat v$ be Hermitian with eigenvalues $v_j$ and eigenprojectors $\Pi_j$. For a trial state $\Psi_T$ and a walker $\phi$ with nonzero overlap, the overlap changes by the ratio

$$\frac{\langle\Psi_T|e^{y\hat v}|\phi\rangle}{\langle\Psi_T|\phi\rangle}=\sum_j p_j e^{yv_j},\qquad p_j=\frac{\langle\Psi_T|\Pi_j|\phi\rangle}{\langle\Psi_T|\phi\rangle}.$$

The $p_j$ sum to one. Eigenspaces that contribute nothing to the overlap are left out of the sum. Positivity of the remaining $p_j$ is an assumption: their contributions $\langle\Psi_T|\Pi_j|\phi\rangle$ must all have the same sign, or the same phase if they are complex.

A force bias samples $y=x+c$ instead of $y=x$. The ratio of the Gaussian densities, $e^{-xc-c^2/2}$, corrects for this and completes $W_c$. The mean of $W_c$ then doesn't depend on $c$, but the fluctuations of $W_c$ do. For one propagation step with a single real field and a positive mixture, the result confines the shift of least second moment to an interval and gives a lower bound on the cost of missing it.

## Reading the formal statement

The index type `ι` is finite, and `p` and `v` are real functions on it. `weight p v c x` is $W_c(x)$. `secondMoment p v c` is the integral of its square against `gaussianReal 0 1`, the Gaussian measure with mean 0 and variance 1. The double sum is therefore a theorem, `secondMoment_eq`, whose summand is `pairWeight p v c j k`, written $P_{jk}(c)$ below. The function `imbalance` is

$$S(c)=\sum_{j,k}P_{jk}(c)\,(2c-v_j-v_k).$$

The hypothesis `hp` says that every $p_j$ is positive. Normalisation isn't assumed, so weights that sum to one are a special case.

The theorem `optimal_shift` provides a $c$ in the closed interval from `inf'` to `sup'`, which are the minimum and maximum of `v`. Every $d\neq c$ has a strictly larger second moment, which gives uniqueness, and every $d$ obeys the bound with factor $1+(d-c)^2$. `strictConvexOn_secondMoment` states convexity on the whole real line. Two further theorems say that a shift is optimal exactly when $S(c)=0$, and that the optimum lies strictly between the extreme eigenvalues when the $v_j$ are not all equal.

The model has no phases. Imaginary $v_j$, which repulsive interactions commonly produce, the phaseless projection, several coupled fields and the accumulation of weights over many steps are all absent.

## From Gaussian averages to a supporting parabola

Completing the square gives $E[e^{ax+b}]=e^{a^2/2+b}$ for real $a,b$. In the mean weight, the exponent is $(v_j-c)x+cv_j-c^2/2$, and its average is the exponential of

$$\tfrac12(v_j-c)^2+cv_j-\tfrac12c^2=\tfrac12v_j^2.$$

Hence $E[W_c]=\sum_jp_je^{v_j^2/2}$ for every $c$. In the square, put $s=v_j+v_k$. The exponent of a pair is $(s-2c)x+cs-c^2$, which averages to the exponential of

$$\tfrac12(s-2c)^2+cs-c^2=\tfrac12s^2-cs+c^2.$$

This is the formula for $M(c)$.

Now compare two shifts $c$ and $d$. Each pair term satisfies $P_{jk}(d)=P_{jk}(c)\,e^u$ with

$$u=d^2-c^2-(d-c)s=(2c-s)(d-c)+(d-c)^2.$$

Since $e^u\ge1+u$ and $P_{jk}(c)>0$, summing over pairs gives

$$M(d)\ge M(c)+S(c)(d-c)+M(c)(d-c)^2.$$

## Convexity and the balanced shift

Take $x\ne y$, now two shifts, and $z=ax+by$ with $a,b>0$ and $a+b=1$. Then $x-z=b(x-y)$ and $y-z=a(y-x)$. Apply the parabola at $z$ to both end points and average with weights $a$ and $b$. The linear terms cancel, and

$$aM(x)+bM(y)\ge M(z)\bigl[1+ab(x-y)^2\bigr]>M(z),$$

because $ab^2+ba^2=ab$ and $M(z)>0$.

At $c=\min v$ every factor $2c-v_j-v_k$ is nonpositive, and at $c=\max v$ every one is nonnegative. The continuous function $S$ therefore vanishes at some $c$ between them. There the parabola reads

$$M(d)\ge\bigl[1+(d-c)^2\bigr]M(c),$$

so $c$ is the unique minimizer. Any minimizer must coincide with this zero, which gives the equivalence with $S(c)=0$.

If no $v_j$ lay below an optimal $c$, all terms of $S(c)$ would be nonpositive with sum zero, so each would vanish. The diagonal terms would then force $v_j=c$ for all $j$. The same argument with the sign reversed applies if none lay above. Unequal eigenvalues thus put the optimum strictly inside the interval.

With a single eigenvalue $v$ and $p=1$, the second moment is $e^{v^2+(c-v)^2}$. The optimum is $c=v$, where the weight no longer depends on $x$. Missing it by $\delta$ multiplies the second moment by exactly $e^{\delta^2}$. The proven factor $1+\delta^2$ agrees with this to second order in $\delta$ but is far too small for large $\delta$.

## Minimizing the variance instead

The statement could have been modelled with the variance of $W_c$ as the objective. Since the mean $m=E[W_c]$ is fixed, this subtracts the constant $m^2$ from $M(c)$, leaving strict convexity and the minimizer unchanged. The cost of a shift error would take an additive form: at the optimal $c$, the variance at $d$ exceeds the variance at $c$ by at least $(d-c)^2M(c)$. This remains informative when the optimal variance is zero, as it is for a single eigenvalue.

## The Lean file

```lean
import Mathlib

open MeasureTheory ProbabilityTheory

namespace OptimalForceBias

noncomputable section

variable {ι : Type*} [Fintype ι]

/-- The importance-sampled walker weight at auxiliary field `x` and force-bias shift `c`,
for a mixture of field eigenvalues `v j` with weights `p j`. -/
def weight (p v : ι → ℝ) (c x : ℝ) : ℝ :=
  ∑ j, p j * Real.exp ((x + c) * v j - x * c - c ^ 2 / 2)

/-- The second moment of the walker weight over a standard normal auxiliary field. -/
def secondMoment (p v : ι → ℝ) (c : ℝ) : ℝ :=
  ∫ x, (weight p v c x) ^ 2 ∂(gaussianReal 0 1)

/-- The contribution of the pair `j, k` of eigenvalues to the second moment at shift `c`. -/
def pairWeight (p v : ι → ℝ) (c : ℝ) (j k : ι) : ℝ :=
  p j * p k * Real.exp ((v j + v k) ^ 2 / 2 - c * (v j + v k) + c ^ 2)

/-- The pair contributions summed against `2 c - (v j + v k)`, the offset of the shift
from the pair of eigenvalues. -/
def imbalance (p v : ι → ℝ) (c : ℝ) : ℝ :=
  ∑ j, ∑ k, pairWeight p v c j k * (2 * c - (v j + v k))

/-- The exponential of an affine function of a standard normal field is integrable, with
average `exp (a ^ 2 / 2 + b)`. -/
theorem gaussian_exp_affine (a b : ℝ) :
    Integrable (fun x : ℝ => Real.exp (a * x + b)) (gaussianReal 0 1) ∧
      ∫ x, Real.exp (a * x + b) ∂(gaussianReal 0 1) = Real.exp (a ^ 2 / 2 + b) := by
  constructor
  · have h := (integrable_exp_mul_gaussianReal (μ := 0) (v := 1) a).mul_const (Real.exp b)
    simpa only [Real.exp_add] using h
  · have h := congrFun (mgf_id_gaussianReal (μ := 0) (v := 1)) a
    simp only [mgf, id_eq] at h
    simp_rw [Real.exp_add, integral_mul_const]
    rw [h]
    simp

/-- The mean walker weight is `∑ p j exp (v j ^ 2 / 2)` for every force-bias shift. -/
theorem mean_weight (p v : ι → ℝ) (c : ℝ) :
    ∫ x, weight p v c x ∂(gaussianReal 0 1) = ∑ j, p j * Real.exp (v j ^ 2 / 2) := by
  have h : ∀ x, weight p v c x =
      ∑ j, p j * Real.exp ((v j - c) * x + (c * v j - c ^ 2 / 2)) := by
    intro x
    refine Finset.sum_congr rfl fun j _ => ?_
    congr 2
    ring
  simp_rw [h]
  rw [MeasureTheory.integral_finsetSum _ (fun j _ => (gaussian_exp_affine _ _).1.const_mul _)]
  refine Finset.sum_congr rfl fun j _ => ?_
  rw [integral_const_mul, (gaussian_exp_affine _ _).2]
  congr 2
  ring

/-- The second moment of the walker weight is the double sum of
`p j p k exp ((v j + v k) ^ 2 / 2 - c (v j + v k) + c ^ 2)`. -/
theorem secondMoment_eq (p v : ι → ℝ) (c : ℝ) :
    secondMoment p v c = ∑ j, ∑ k, pairWeight p v c j k := by
  -- expand the square into pairs, each an exponential of an affine function of the field
  have h : ∀ x, (weight p v c x) ^ 2 = ∑ j, ∑ k, p j * p k *
      Real.exp ((v j + v k - 2 * c) * x + (c * (v j + v k) - c ^ 2)) := by
    intro x
    rw [weight, sq, Finset.sum_mul_sum]
    refine Finset.sum_congr rfl fun j _ => Finset.sum_congr rfl fun k _ => ?_
    rw [mul_mul_mul_comm, ← Real.exp_add]
    congr 2
    ring
  unfold secondMoment
  simp_rw [h]
  rw [MeasureTheory.integral_finsetSum _ (fun j _ => MeasureTheory.integrable_finsetSum _
    (fun k _ => (gaussian_exp_affine _ _).1.const_mul _))]
  refine Finset.sum_congr rfl fun j _ => ?_
  rw [MeasureTheory.integral_finsetSum _ (fun k _ => (gaussian_exp_affine _ _).1.const_mul _)]
  refine Finset.sum_congr rfl fun k _ => ?_
  rw [integral_const_mul, (gaussian_exp_affine _ _).2, pairWeight]
  congr 2
  ring

/-- For a nonempty family of positive mixture weights the second moment is positive. -/
theorem secondMoment_pos [Nonempty ι] {p : ι → ℝ} (hp : ∀ j, 0 < p j) (v : ι → ℝ) (c : ℝ) :
    0 < secondMoment p v c := by
  rw [secondMoment_eq]
  exact Finset.sum_pos (fun j _ => Finset.sum_pos
    (fun k _ => mul_pos (mul_pos (hp j) (hp k)) (Real.exp_pos _))
    Finset.univ_nonempty) Finset.univ_nonempty

/-- For positive mixture weights the second moment lies above a parabola that touches it
at the shift `c`, with slope `imbalance p v c` there. -/
theorem supporting_parabola {p : ι → ℝ} (hp : ∀ j, 0 < p j) (v : ι → ℝ) (c d : ℝ) :
    secondMoment p v c + imbalance p v c * (d - c) + secondMoment p v c * (d - c) ^ 2
      ≤ secondMoment p v d := by
  rw [secondMoment_eq p v c, secondMoment_eq p v d, imbalance]
  simp only [Finset.sum_mul, ← Finset.sum_add_distrib]
  refine Finset.sum_le_sum fun j _ => Finset.sum_le_sum fun k _ => ?_
  have hP : 0 < pairWeight p v c j k := mul_pos (mul_pos (hp j) (hp k)) (Real.exp_pos _)
  have e : pairWeight p v d j k = pairWeight p v c j k *
      Real.exp (d ^ 2 - c ^ 2 - (d - c) * (v j + v k)) := by
    unfold pairWeight
    rw [mul_assoc (p j * p k), ← Real.exp_add]
    congr 2
    ring
  -- the exponential lies above its tangent
  have h := Real.add_one_le_exp (d ^ 2 - c ^ 2 - (d - c) * (v j + v k))
  rw [e]
  nlinarith [mul_le_mul_of_nonneg_left h hP.le]

/-- For a nonempty family of positive mixture weights the second moment is strictly convex in the
shift. -/
theorem strictConvexOn_secondMoment [Nonempty ι] {p : ι → ℝ} (hp : ∀ j, 0 < p j)
    (v : ι → ℝ) : StrictConvexOn ℝ Set.univ (secondMoment p v) := by
  refine ⟨convex_univ, fun x _ y _ hxy a b ha hb hab => ?_⟩
  simp only [smul_eq_mul]
  obtain ⟨z, hz⟩ : ∃ z, z = a * x + b * y := ⟨_, rfl⟩
  rw [← hz]
  -- compare both end points with the parabola touching at the intermediate shift
  have h1 := supporting_parabola hp v z x
  have h2 := supporting_parabola hp v z y
  have hx : x - z = b * (x - y) := by linear_combination (-x) * hab - hz
  have hy : y - z = a * (y - x) := by linear_combination (-y) * hab - hz
  rw [hx] at h1
  rw [hy] at h2
  have hM := secondMoment_pos hp v z
  have hne : x - y ≠ 0 := sub_ne_zero.2 hxy
  have h3 := mul_pos hM (show 0 < a * b ^ 2 * (x - y) ^ 2 by positivity)
  have h4 := mul_pos hM (show 0 < b * a ^ 2 * (x - y) ^ 2 by positivity)
  have h5 : a * secondMoment p v z + b * secondMoment p v z = secondMoment p v z := by
    rw [← add_mul, hab, one_mul]
  nlinarith [mul_le_mul_of_nonneg_left h1 ha.le, mul_le_mul_of_nonneg_left h2 hb.le]

/-- For a nonempty family of positive mixture weights the imbalance vanishes at some shift between
the smallest and the largest eigenvalue. -/
theorem exists_balanced [Nonempty ι] {p : ι → ℝ} (hp : ∀ j, 0 < p j) (v : ι → ℝ) :
    ∃ c ∈ Set.Icc (Finset.univ.inf' Finset.univ_nonempty v)
      (Finset.univ.sup' Finset.univ_nonempty v), imbalance p v c = 0 := by
  have lo : ∀ j, Finset.univ.inf' Finset.univ_nonempty v ≤ v j :=
    fun j => Finset.inf'_le v (Finset.mem_univ j)
  have hi : ∀ j, v j ≤ Finset.univ.sup' Finset.univ_nonempty v :=
    fun j => Finset.le_sup' v (Finset.mem_univ j)
  have hP : ∀ c j k, 0 ≤ pairWeight p v c j k :=
    fun c j k => (mul_pos (mul_pos (hp j) (hp k)) (Real.exp_pos _)).le
  have hcont : Continuous fun c => imbalance p v c := by
    simp only [imbalance, pairWeight]
    fun_prop
  -- the imbalance is nonpositive at the smallest eigenvalue and nonnegative at the largest
  have hmem := intermediate_value_Icc ((lo (Classical.arbitrary ι)).trans (hi _))
    hcont.continuousOn
  obtain ⟨c, hc, h0⟩ := hmem (show (0 : ℝ) ∈ Set.Icc _ _ from
    ⟨Finset.sum_nonpos fun j _ => Finset.sum_nonpos fun k _ =>
        mul_nonpos_iff.2 (Or.inl ⟨hP _ j k, by linarith [lo j, lo k]⟩),
      Finset.sum_nonneg fun j _ => Finset.sum_nonneg fun k _ =>
        mul_nonneg (hP _ j k) (by linarith [hi j, hi k])⟩)
  exact ⟨c, hc, h0⟩

/-- For a nonempty family of positive mixture weights there is a unique shift `c` of least second
moment. It lies between the smallest and the largest eigenvalue, and the second moment at any shift
`d` is at least `1 + (d - c) ^ 2` times the one at `c`. -/
theorem optimal_shift [Nonempty ι] {p : ι → ℝ} (hp : ∀ j, 0 < p j) (v : ι → ℝ) :
    ∃ c ∈ Set.Icc (Finset.univ.inf' Finset.univ_nonempty v)
      (Finset.univ.sup' Finset.univ_nonempty v),
      (∀ d, d ≠ c → secondMoment p v c < secondMoment p v d) ∧
      ∀ d, (1 + (d - c) ^ 2) * secondMoment p v c ≤ secondMoment p v d := by
  obtain ⟨c, hc, h0⟩ := exists_balanced hp v
  have cost : ∀ d, (1 + (d - c) ^ 2) * secondMoment p v c ≤ secondMoment p v d := by
    intro d
    have h := supporting_parabola hp v c d
    rw [h0] at h
    linarith
  refine ⟨c, hc, fun d hd => ?_, cost⟩
  have hne : d - c ≠ 0 := sub_ne_zero.2 hd
  have h := mul_pos (secondMoment_pos hp v c) (show 0 < (d - c) ^ 2 by positivity)
  linarith [cost d]

/-- For positive mixture weights a shift minimizes the second moment exactly when its
imbalance vanishes. -/
theorem optimal_iff_balanced [Nonempty ι] {p : ι → ℝ} (hp : ∀ j, 0 < p j) (v : ι → ℝ)
    (c : ℝ) : (∀ d, secondMoment p v c ≤ secondMoment p v d) ↔ imbalance p v c = 0 := by
  constructor
  · intro h
    obtain ⟨b, _, hb⟩ := exists_balanced hp v
    have hl := supporting_parabola hp v b c
    rw [hb] at hl
    have hcb : c = b := by
      by_contra hne
      have hne' : c - b ≠ 0 := sub_ne_zero.2 hne
      have := mul_pos (secondMoment_pos hp v b) (show 0 < (c - b) ^ 2 by positivity)
      linarith [h b]
    rw [hcb]
    exact hb
  · intro h d
    have hl := supporting_parabola hp v c d
    rw [h] at hl
    linarith [mul_nonneg (secondMoment_pos hp v c).le (sq_nonneg (d - c))]

/-- For positive mixture weights and eigenvalues that are not all equal, a shift of least
second moment has an eigenvalue strictly below it and one strictly above it. -/
theorem optimal_shift_interior {p v : ι → ℝ} (hp : ∀ j, 0 < p j) (hv : ∃ j k, v j ≠ v k)
    {c : ℝ} (hc : ∀ d, secondMoment p v c ≤ secondMoment p v d) :
    (∃ j, v j < c) ∧ ∃ j, c < v j := by
  obtain ⟨j, k, hjk⟩ := hv
  have : Nonempty ι := ⟨j⟩
  have hs := (optimal_iff_balanced hp v c).1 hc
  rw [imbalance] at hs
  -- if all offsets have one sign, a vanishing imbalance makes each of them vanish
  have key : ∀ ε : ℝ, (∀ i, 0 ≤ ε * (c - v i)) → ∀ i, ε * (c - v i) ≤ 0 := by
    intro ε h i
    have hP : ∀ a b, 0 < pairWeight p v c a b :=
      fun a b => mul_pos (mul_pos (hp a) (hp b)) (Real.exp_pos _)
    have ht : ∀ a b, 0 ≤ ε * (pairWeight p v c a b * (2 * c - (v a + v b))) := by
      intro a b
      have := mul_nonneg (hP a b).le (add_nonneg (h a) (h b))
      linarith
    have ht' : ∀ a ∈ (Finset.univ : Finset ι),
        0 ≤ ∑ b, ε * (pairWeight p v c a b * (2 * c - (v a + v b))) :=
      fun a _ => Finset.sum_nonneg fun b _ => ht a b
    have hsum : ∑ a, ∑ b, ε * (pairWeight p v c a b * (2 * c - (v a + v b))) = 0 := by
      simp only [← Finset.mul_sum]
      rw [hs, mul_zero]
    have h1 := (Finset.sum_eq_zero_iff_of_nonneg ht').1 hsum i (Finset.mem_univ i)
    have h2 := (Finset.sum_eq_zero_iff_of_nonneg
      (s := Finset.univ) (fun b _ => ht i b)).1 h1 i (Finset.mem_univ i)
    by_contra hn
    have := mul_pos (hP i i) (not_le.1 hn)
    linarith
  constructor
  · by_contra hn
    simp only [not_exists, not_lt] at hn
    have h := key (-1) (fun i => by linarith [hn i])
    exact hjk (by linarith [h j, h k, hn j, hn k])
  · by_contra hn
    simp only [not_exists, not_lt] at hn
    have h := key 1 (fun i => by linarith [hn i])
    exact hjk (by linarith [h j, h k, hn j, hn k])

end

end OptimalForceBias
```

```lean
#print axioms OptimalForceBias.mean_weight
#print axioms OptimalForceBias.strictConvexOn_secondMoment
#print axioms OptimalForceBias.optimal_shift
#print axioms OptimalForceBias.optimal_shift_interior
```

```
'OptimalForceBias.mean_weight' depends on axioms: [propext, Classical.choice, Quot.sound]
'OptimalForceBias.strictConvexOn_secondMoment' depends on axioms: [propext, Classical.choice, Quot.sound]
'OptimalForceBias.optimal_shift' depends on axioms: [propext, Classical.choice, Quot.sound]
'OptimalForceBias.optimal_shift_interior' depends on axioms: [propext, Classical.choice, Quot.sound]
```

## How the lemmas fit together

`gaussian_exp_affine` supplies both integrability and the value of the Gaussian average, the latter from Mathlib's moment generating function. `mean_weight` and `secondMoment_eq` rewrite the integrand as a finite sum of such exponentials, exchange sum and integral, and let `ring` verify the two exponent identities. `secondMoment_pos` follows from the positive terms of the double sum.

`supporting_parabola` works pair by pair. The equation `e` is the relation $P_{jk}(d)=P_{jk}(c)e^u$, `Real.add_one_le_exp` is the tangent bound, and `nlinarith` concludes from the product of that bound with the positive pair weight.

In `strictConvexOn_secondMoment`, `h1` and `h2` are the parabola at $z$ evaluated at the end points, while `hx` and `hy` express the distances from $z$. The positive quantities `h3` and `h4` are the two quadratic contributions that make the inequality strict.

`exists_balanced` proves continuity with `fun_prop` and applies `intermediate_value_Icc`, using that $S$ is nonpositive at $\min v$ and nonnegative at $\max v$. `optimal_shift` inserts the resulting zero into the parabola. Its intermediate claim `cost` is the bound with factor $1+(d-c)^2$, from which strict minimality follows. `optimal_iff_balanced` uses the same parabola in both directions: for the forward one, it shows that a given minimizer equals the zero already found.

`optimal_shift_interior` treats both sides at once through `key`. The number `ε` is $-1$ when no eigenvalue lies below $c$ and $1$ when none lies above. `Finset.sum_eq_zero_iff_of_nonneg`, used once for each sum, isolates the diagonal term and forces $v_i=c$ for every $i$, contradicting `hjk`.
